# Half filling and the moment equation in the Hartree-Fock symmetric Anderson model with U ≥ 0

In the symmetric Anderson model at zero temperature, take an impurity level with a Lorentzian density of states of half-width Γ > 0, the Fermi energy at zero and a repulsion U ≥ 0. The theorem `isHartreeFock_iff` says that spin occupations a and b solve the Hartree-Fock equations exactly when a + b = 1 and m = (a − b)/2 satisfies m = arctan(Um/Γ)/π. The attempt writes each occupation as an arctangent. For the forward direction it rules out a + b < 1 and a + b > 1 by the monotonicity of the arctangent, and the converse is by substitution.

This version doesn't compile in Lean 4 with Mathlib:

```lean
import Mathlib

open Real Set Filter MeasureTheory Topology

namespace IsHartreeFockIff

noncomputable section

/-- Lorentzian density of states at energy `ω` of an impurity level at energy `E` with half-width
`Γ`, for `Γ > 0`. -/
def levelDensity (Γ E ω : ℝ) : ℝ := Γ / π / ((ω - E) ^ 2 + Γ ^ 2)

/-- For `Γ > 0`, the zero-temperature occupation of the broadened level: its density of states
integrated up to the Fermi energy, which is set to zero. -/
def occupation (Γ E : ℝ) : ℝ := ∫ ω in Iic (0 : ℝ), levelDensity Γ E ω

/-- For `Γ > 0`, the Hartree-Fock equations of the symmetric Anderson model: each spin occupies a
level at `-U/2` shifted by `U` times the occupation of the opposite spin. -/
def IsHartreeFock (U Γ nUp nDown : ℝ) : Prop :=
  nUp = occupation Γ (-U / 2 + U * nDown) ∧ nDown = occupation Γ (-U / 2 + U * nUp)

/-- The self-consistency equation for the moment `m`, for `Γ > 0`. -/
def SelfConsistent (U Γ m : ℝ) : Prop := m = Real.arctan (U * m / Γ) / π

/-- For positive width, the occupation of a Lorentzian level is an arctangent of its energy. -/
theorem occupation_eq {Γ : ℝ} (hΓ : 0 < Γ) (E : ℝ) :
    occupation Γ E = 1 / 2 - Real.arctan (E / Γ) / π := by
  have hL : ∀ ω, levelDensity Γ E ω = 1 / (π * Γ) * (1 + ((ω - E) / Γ) ^ 2)⁻¹ := by
    intro ω
    have hD : (ω - E) ^ 2 + Γ ^ 2 ≠ 0 := by positivity
    have h2 : 1 + ((ω - E) / Γ) ^ 2 = ((ω - E) ^ 2 + Γ ^ 2) / Γ ^ 2 := by
      rw [div_pow, add_div, div_self (by positivity : Γ ^ 2 ≠ 0)]
      ring
    unfold levelDensity
    rw [h2]
    field_simp
  -- an antiderivative of the density of states
  have hderiv : ∀ ω : ℝ, HasDerivAt (fun ω => Real.arctan ((ω - E) / Γ) / π)
      (levelDensity Γ E ω) ω := fun ω =>
    (((((hasDerivAt_id' ω).sub_const E).div_const Γ).arctan).div_const π).congr_deriv
      (by rw [hL]; ring)
  have hint : Integrable (levelDensity Γ E) := by
    rw [show levelDensity Γ E = _ from funext hL]
    exact ((integrable_inv_one_add_sq.comp_div hΓ.ne').comp_sub_right E).const_mul _
  have hbot : Tendsto (fun ω : ℝ => (ω - E) / Γ) atBot atBot :=
    Tendsto.atBot_div_const hΓ (by
      simpa only [sub_eq_add_neg, id_eq] using
        tendsto_atBot_add_const_right atBot (-E) tendsto_id)
  have key := integral_Iic_of_hasDerivAt_of_tendsto' (a := (0 : ℝ))
    (fun ω _ => hderiv ω) hint.integrableOn
    (((Real.tendsto_arctan_atBot.mono_right nhdsWithin_le_nhds).comp hbot).div_const π)
  have e : (0 - E) / Γ = -(E / Γ) := by ring
  have hp : -(π / 2) / π = -(1 / 2) := by field_simp
  simp only [e, Real.arctan_neg] at key
  unfold occupation
  rw [key, hp]
  ring

/-- For `U ≥ 0` and `Γ > 0`, the Hartree-Fock equations hold exactly when the impurity is half
filled and half the spin imbalance solves the moment equation. -/
theorem isHartreeFock_iff {U Γ : ℝ} (hU : 0 ≤ U) (hΓ : 0 < Γ) (a b : ℝ) :
    IsHartreeFock U Γ a b ↔ a + b = 1 ∧ SelfConsistent U Γ ((a - b) / 2) := by
  unfold IsHartreeFock SelfConsistent
  rw [occupation_eq hΓ, occupation_eq hΓ]
  constructor
  · rintro ⟨h1, h2⟩
    have hk : 0 ≤ U / Γ := div_nonneg hU hΓ.le
    have hs : (-U / 2 + U * b) / Γ + (-U / 2 + U * a) / Γ = U / Γ * (a + b - 1) := by ring
    -- a total charge away from one is driven back by the monotone arctangent
    have hsum : a + b = 1 := by
      rcases lt_trichotomy (a + b) 1 with h | h | h
      · have hle : (-U / 2 + U * b) / Γ ≤ -((-U / 2 + U * a) / Γ) := by
          have := mul_nonneg hk (by linarith : 0 ≤ 1 - (a + b))
          linarith
        have hm := Real.arctan_strictMono.monotone hle
        rw [Real.arctan_neg] at hm
        have hd := div_le_div_of_nonneg_right hm pi_pos.le
        rw [neg_div] at hd
        linarith
      · exact h
      · have hle : -((-U / 2 + U * a) / Γ) ≤ (-U / 2 + U * b) / Γ := by
          have := mul_nonneg hk (by linarith : 0 ≤ a + b - 1)
          linarith
        have hm := Real.arctan_strictMono.monotone hle
        rw [Real.arctan_neg] at hm
        have hd := div_le_div_of_nonneg_right hm pi_pos.le
        rw [neg_div] at hd
        linarith
    have e : U * ((a - b) / 2) / Γ = (-U / 2 + U * a) / Γ := by
      rw [show b = 1 - a by linarith]
      ring
    refine ⟨hsum, ?_⟩
    rw [e]
    linarith
  · rintro ⟨hs, hm⟩
    obtain rfl : b = 1 - a := by linarith
    have e1 : U * ((a - (1 - a)) / 2) / Γ = (-U / 2 + U * a) / Γ := by ring
    have e2 : (-U / 2 + U * (1 - a)) / Γ = -((-U / 2 + U * a) / Γ) := by ring
    rw [e1] at hm
    rw [e2, Real.arctan_neg, neg_div]
    constructor <;> linarith

end

end IsHartreeFockIff
```

The error:

```
Main.lean:79:8: error: linarith failed to find a contradiction
case inl.h1
U Γ : ℝ
hU : 0 ≤ U
hΓ : 0 < Γ
a b : ℝ
h1 : a = 1 / 2 - arctan ((-U / 2 + U * b) / Γ) / π
h2 : b = 1 / 2 - arctan ((-U / 2 + U * a) / Γ) / π
hk : 0 ≤ U / Γ
hs : (-U / 2 + U * b) / Γ + (-U / 2 + U * a) / Γ = U / Γ * (a + b - 1)
h : a + b < 1
hle : (-U / 2 + U * b) / Γ ≤ -((-U / 2 + U * a) / Γ)
hm : arctan ((-U / 2 + U * b) / Γ) ≤ -arctan ((-U / 2 + U * a) / Γ)
hd : arctan ((-(U / 2) + U * b) / Γ) / π ≤ -arctan ((-(U / 2) + U * a) / Γ) / π
a✝ : a + b < 1
⊢ False
failed
```

This version goes through:

```diff
@@ -67,24 +67,22 @@
     have hk : 0 ≤ U / Γ := div_nonneg hU hΓ.le
     have hs : (-U / 2 + U * b) / Γ + (-U / 2 + U * a) / Γ = U / Γ * (a + b - 1) := by ring
-    -- a total charge away from one is driven back by the monotone arctangent
+    have hX := (div_eq_iff pi_ne_zero).mp
+      (show Real.arctan ((-U / 2 + U * b) / Γ) / π = 1 / 2 - a by linarith)
+    have hY := (div_eq_iff pi_ne_zero).mp
+      (show Real.arctan ((-U / 2 + U * a) / Γ) / π = 1 / 2 - b by linarith)
+    -- a total charge away from one contradicts the monotone arctangent
     have hsum : a + b = 1 := by
       rcases lt_trichotomy (a + b) 1 with h | h | h
-      · have hle : (-U / 2 + U * b) / Γ ≤ -((-U / 2 + U * a) / Γ) := by
-          have := mul_nonneg hk (by linarith : 0 ≤ 1 - (a + b))
-          linarith
-        have hm := Real.arctan_strictMono.monotone hle
-        rw [Real.arctan_neg] at hm
-        have hd := div_le_div_of_nonneg_right hm pi_pos.le
-        rw [neg_div] at hd
-        linarith
+      · have hm := Real.arctan_strictMono.monotone
+          (show (-U / 2 + U * b) / Γ ≤ -((-U / 2 + U * a) / Γ) by
+            linarith [mul_nonneg hk (sub_nonneg.2 h.le)])
+        rw [Real.arctan_neg, hX, hY] at hm
+        nlinarith [mul_pos pi_pos (sub_pos.2 h)]
       · exact h
-      · have hle : -((-U / 2 + U * a) / Γ) ≤ (-U / 2 + U * b) / Γ := by
-          have := mul_nonneg hk (by linarith : 0 ≤ a + b - 1)
-          linarith
-        have hm := Real.arctan_strictMono.monotone hle
-        rw [Real.arctan_neg] at hm
-        have hd := div_le_div_of_nonneg_right hm pi_pos.le
-        rw [neg_div] at hd
-        linarith
+      · have hm := Real.arctan_strictMono.monotone
+          (show -((-U / 2 + U * a) / Γ) ≤ (-U / 2 + U * b) / Γ by
+            linarith [mul_nonneg hk (sub_nonneg.2 h.le)])
+        rw [Real.arctan_neg, hX, hY] at hm
+        nlinarith [mul_pos pi_pos (sub_pos.2 h)]
     have e : U * ((a - b) / 2) / Γ = (-U / 2 + U * a) / Γ := by
       rw [show b = 1 - a by linarith]
@@ -98,5 +96,5 @@
     have e2 : (-U / 2 + U * (1 - a)) / Γ = -((-U / 2 + U * a) / Γ) := by ring
     rw [e1] at hm
-    rw [e2, Real.arctan_neg, neg_div]
+    rw [e2, Real.arctan_neg, neg_div π]
     constructor <;> linarith
 
```

What went wrong. The message says that `linarith` found no contradiction in the case `a + b < 1`. The step before it, `rw [neg_div] at hd`, was meant to turn `-arctan (…) / π` into `-(arctan (…) / π)`. But `rw` settles on the first match it finds, here `-U / 2` inside the left-hand arctangent, and rewrites every copy of that. So `hd` has `-(U / 2)` where `h1` and `h2` have `-U / 2`, and the intended quotient is untouched. `linarith` does not identify the differently written arctangents, so it cannot combine the hypotheses.

The repair does without `neg_div` here. `hX` and `hY` use `div_eq_iff` to give the arctangents as `(1 / 2 - a) * π` and `(1 / 2 - b) * π`. Rewriting `hm` with them leaves an inequality in `a`, `b` and `π`, which `nlinarith` refutes using the positive product of `π` and `1 - (a + b)`.

The case `a + b > 1` raised no error, as there the intended quotient comes first; it is recast to match. Writing `neg_div π` near the end, which fixes the denominator, and rewording the comment are also tidying.
